# Von Neumann entropy as a sum over measurement outcomes and eigenvectors, weighted by squared overlaps

For a density matrix ρ on a finite-dimensional space, with eigenvalues λ_j and orthonormal eigenvectors e_j, the theorem `overlap` takes an orthonormal measurement basis u_i, the columns of `U`, and forms the overlaps W_ij = ⟨u_i|e_j⟩. It states that WW† = 1, that Σ_j |W_ij|² = 1 for each outcome i, and that the von Neumann entropy equals Σ_ij |W_ij|² (−λ_j log λ_j). The attempt first proves that every matrix with WW† = 1 has rows whose squared moduli sum to one. It applies this to W for the second claim, and to W† for the third, where the sum over outcomes i at fixed j has to be one.

Lean 4 with Mathlib refuses this proof:

```lean
import Mathlib

open Matrix Finset
open scoped ComplexOrder

namespace VonNeumannConcavity

noncomputable section

/-- A density matrix: a positive semidefinite complex matrix of trace one. -/
@[ext]
structure DensityMatrix (n : Type*) [Fintype n] where
  /-- The underlying matrix. -/
  mat : Matrix n n ℂ
  pos : mat.PosSemidef
  trace_one : mat.trace = 1

variable {n κ : Type*} [Fintype n] [DecidableEq n] [Fintype κ]

/-- The eigenvalues of a density matrix, listed with multiplicity. -/
def DensityMatrix.eigenvalue (ρ : DensityMatrix n) (j : n) : ℝ :=
  ρ.pos.isHermitian.eigenvalues j

/-- The matrix whose columns are orthonormal eigenvectors of the density matrix. -/
def DensityMatrix.eigenbasis (ρ : DensityMatrix n) : Matrix n n ℂ :=
  (ρ.pos.isHermitian.eigenvectorUnitary : Matrix n n ℂ)

/-- The von Neumann entropy: the sum of `-x log x` over the eigenvalues `x`. -/
def DensityMatrix.entropy (ρ : DensityMatrix n) : ℝ :=
  ∑ j, Real.negMulLog (ρ.eigenvalue j)

/-- The eigenvectors are orthonormal, and they diagonalise the density matrix. -/
theorem spectral (ρ : DensityMatrix n) :
    ρ.eigenbasisᴴ * ρ.eigenbasis = 1 ∧
    ρ.mat = ρ.eigenbasis * diagonal (fun j => (ρ.eigenvalue j : ℂ)) * ρ.eigenbasisᴴ := by
  refine ⟨?_, ?_⟩
  · exact Matrix.mem_unitaryGroup_iff'.mp ρ.pos.isHermitian.eigenvectorUnitary.2
  · have h := ρ.pos.isHermitian.spectral_theorem
    rw [Unitary.conjStarAlgAut_apply] at h
    exact h

/-- The overlaps between an orthonormal measurement basis and the eigenbasis form a unitary matrix.
For each outcome their squared moduli sum to one over the eigenvectors. The von Neumann entropy is
the sum, over outcomes and eigenvectors, of the squared modulus times `-x log x` of the eigenvalue.
-/
theorem overlap (ρ : DensityMatrix n) {U : Matrix n n ℂ} (hU : Uᴴ * U = 1) :
    (Uᴴ * ρ.eigenbasis) * (Uᴴ * ρ.eigenbasis)ᴴ = 1 ∧
    (∀ i, ∑ j, Complex.normSq ((Uᴴ * ρ.eigenbasis) i j) = 1) ∧
    ρ.entropy = ∑ i, ∑ j, Complex.normSq ((Uᴴ * ρ.eigenbasis) i j) *
      Real.negMulLog (ρ.eigenvalue j) := by
  have hW : (Uᴴ * ρ.eigenbasis) * (Uᴴ * ρ.eigenbasis)ᴴ = 1 := by
    rw [conjTranspose_mul, conjTranspose_conjTranspose, Matrix.mul_assoc,
      ← Matrix.mul_assoc ρ.eigenbasis, mul_eq_one_comm.mp (spectral ρ).1, Matrix.one_mul, hU]
  have row : ∀ W : Matrix n n ℂ, W * Wᴴ = 1 → ∀ i, ∑ j, Complex.normSq (W i j) = 1 := by
    intro W h i
    have h' : ((W * Wᴴ) i i).re = ((1 : Matrix n n ℂ) i i).re := by rw [h]
    rw [Matrix.mul_apply, Complex.re_sum, Matrix.one_apply_eq, Complex.one_re] at h'
    refine Eq.trans (sum_congr rfl fun j _ => ?_) h'
    rw [conjTranspose_apply, Complex.star_def, Complex.mul_conj, Complex.ofReal_re]
  refine ⟨hW, row _ hW, ?_⟩
  rw [sum_comm]
  refine sum_congr rfl fun j _ => ?_
  have hc := row (Uᴴ * ρ.eigenbasis)ᴴ
    (by rw [conjTranspose_conjTranspose]; exact mul_eq_one_comm.mp hW) j
  simp only [conjTranspose_apply _ j, Complex.star_def, Complex.normSq_conj] at hc
  rw [← sum_mul, hc, one_mul]

end

end VonNeumannConcavity
```

The error:

```
Main.lean:65:2: error: `simp` made no progress

Note: The target expression is not type-correct under the `implicit` transparency level, which may have triggered the failure. This is usually caused by unfolding of semireducible definitions in prior tactic steps. Use `set_option linter.tacticCheckInstances true` to investigate the source of the issue.
Full error:
  function expected
    (Uᴴ * ρ.eigenbasis) x
```

This version goes through:

```diff
@@ -61,7 +61,9 @@
   rw [sum_comm]
   refine sum_congr rfl fun j _ => ?_
-  have hc := row (Uᴴ * ρ.eigenbasis)ᴴ
+  have hr := row (Uᴴ * ρ.eigenbasis)ᴴ
     (by rw [conjTranspose_conjTranspose]; exact mul_eq_one_comm.mp hW) j
-  simp only [conjTranspose_apply _ j, Complex.star_def, Complex.normSq_conj] at hc
+  have hc : ∑ i, Complex.normSq ((Uᴴ * ρ.eigenbasis) i j) = 1 := by
+    refine Eq.trans (sum_congr rfl fun i _ => ?_) hr
+    rw [conjTranspose_apply, Complex.star_def, Complex.normSq_conj]
   rw [← sum_mul, hc, one_mul]
 
```

Diagnosis. The `simp only` call found nothing to rewrite in `hc`. The explicit arguments of `conjTranspose_apply` are the matrix `M` and then `i` and `j`, and it says that `Mᴴ j i` is `star (M i j)`. Writing `conjTranspose_apply _ j` therefore fixes the second index of `Mᴴ` at `j`. In `hc` the entries have `j` as first index and the summation variable as second, so the pattern does not match. With no `star` produced, the other two lemmas had nothing to act on either.

The note in the message points to a matrix being applied to an index as if it were a function, and says only that this may have triggered the failure. The repaired proof still writes entries that way.

The repair keeps the row sum as `hr` and states the column sum wanted as `hc`. It compares the two sums term by term, using `conjTranspose_apply` without fixed indices, so that Lean can match them to the entry at hand. The final `rw` is unchanged, and the new name `hr` merely frees `hc` for the column sum.
